# With a separable intersite propagator, the full T-matrix follows from the on-shell solution and the t-matrix of the isolated scatterers

Let $t$ be a complex $n\times n$ matrix for the isolated scatterers, and let the propagator between them factor as $G = AgB$, with $A$ of size $n\times m$, $g$ of size $m\times m$ and $B$ of size $m\times n$. Write $s = BtA$ for the on-shell block of $t$. If $\tau$ solves $\tau = s + sg\tau$, then

$$T = t + tA\,(g + g\tau g)\,Bt$$

is the only solution of $T = t + tGT$, and $BTA = \tau$. Whether or not such a $\tau$ exists,

$$\det(1 - tG) = \det(1 - sg).$$

## On-shell t-matrices and structure constants in KKR-type codes

KKR methods for non-overlapping muffin-tin spheres work with on-shell t-matrices ($s$) and structure constants ($g$). Some versions look for energies where a determinant such as $\det(1-sg)$ vanishes; Green-function versions solve for a matrix such as $\tau$. In a finite one-electron model with separable $G$, the identities show that $s$ and $g$ are enough for both tasks: at fixed $s$, off-shell elements of $t$ affect neither $\tau$ nor the determinant. If off-shell elements of $T$ are needed, they follow from $\tau$, $g$, $A$, $B$ and the full matrix $t$ by matrix products and sums, without solving another linear system. When $m<n$, the linear system to be solved is the smaller one.

## From the on-shell equation to the full one

**Uniqueness and existence.** If $T = t + tGT$, then

$$(1-tG)(1+TG) = 1 + (T - t - tGT)G = 1.$$

The matrices are square, so $1+TG$ is also a left inverse. Any solution $X$ satisfies $(1-tG)X = t$, hence $X = (1+TG)t$, and there is at most one. Taking determinants of the product shows that $\det(1-tG)\neq 0$ whenever a solution exists. Conversely, if the determinant is nonzero, $(1-tG)^{-1}t$ is a solution.

**Dressed propagator.** Put $D = g + g\tau g$ and insert the equation for $\tau$ once:

$$D = g + g(s + sg\tau)g = g + gs(g + g\tau g) = g + gsD.$$

**Full solution.** With $T = t + tADBt$ and $BtA = s$,

$$tGT = tAgBt + tAg\,(BtA)\,DBt = tA(g + gsD)Bt = tADBt = T - t.$$

**On-shell block.** Multiplying $T = t + tGT$ by $B$ on the left and $A$ on the right gives $BTA = s + sg\,(BTA)$. This is the equation for $\tau$, so uniqueness gives $BTA=\tau$.

**Determinant.** Let $X = tAg$. Then $tG = XB$ and $sg = BX$. Eliminating either diagonal block gives

$$\det\begin{pmatrix}1 & X\\ B & 1\end{pmatrix} = \det(1-XB) = \det(1-BX).$$

**Source-free solutions.** Let $\psi$ hold the amplitudes emitted by the scatterers without an incident wave, so $\psi = tG\psi = XB\psi$. Then $c = B\psi$ obeys $sgc = BXB\psi = B\psi = c$, and $Xc = \psi$. Conversely, if $c = sgc$, then $\psi = Xc$ has $B\psi = BXc = c$ and $tG\psi = XB\psi = Xc = \psi$. These linear maps are inverse to each other, so degeneracies agree.

## The reduction in Lean 4

```lean
import Mathlib

open Matrix

namespace OnShellReduction

variable {n m : Type*} [Fintype n] [Fintype m]

/-- The multiple-scattering equation `T = t + t G T` for the total t-matrix `T` of scatterers `t`
connected by the propagator `G`. -/
def IsTMatrix (t G T : Matrix n n ℂ) : Prop :=
  T = t + t * G * T

/-- The separable intersite propagator `G = A g B`. -/
def intersite (A : Matrix n m ℂ) (g : Matrix m m ℂ) (B : Matrix m n ℂ) : Matrix n n ℂ :=
  A * g * B

/-- The on-shell block `B t A` of a matrix `t`. -/
def onShell (t : Matrix n n ℂ) (A : Matrix n m ℂ) (B : Matrix m n ℂ) : Matrix m m ℂ :=
  B * t * A

/-- The full matrix `t + t A (g + g τ g) B t` built from an on-shell matrix `τ`. -/
def offShellExtension (t : Matrix n n ℂ) (A : Matrix n m ℂ) (g : Matrix m m ℂ)
    (B : Matrix m n ℂ) (τ : Matrix m m ℂ) : Matrix n n ℂ :=
  t + t * A * (g + g * τ * g) * B * t

/-- If `T` solves the multiple-scattering equation, then `1 + T G` is a right inverse of
`1 - t G`. -/
theorem wave_operator_inverse [DecidableEq n] {t G T : Matrix n n ℂ} (h : IsTMatrix t G T) :
    (1 - t * G) * (1 + T * G) = 1 := by
  have h' : t + t * G * T = T := Eq.symm h
  calc (1 - t * G) * (1 + T * G) = 1 + (T - (t + t * G * T)) * G := by noncomm_ring
    _ = 1 := by rw [h', sub_self, zero_mul, add_zero]

/-- The multiple-scattering equation has at most one solution. -/
theorem tMatrix_unique [DecidableEq n] {t G T T' : Matrix n n ℂ}
    (h : IsTMatrix t G T) (h' : IsTMatrix t G T') : T = T' := by
  -- for square matrices a right inverse is also a left inverse
  have hinv : (1 + T * G) * (1 - t * G) = 1 := mul_eq_one_comm.mp (wave_operator_inverse h)
  have key : ∀ X : Matrix n n ℂ, IsTMatrix t G X → X = (1 + T * G) * t := by
    intro X hX
    have h1 : (1 - t * G) * X = t := by
      rw [sub_mul, one_mul]
      exact sub_eq_of_eq_add hX
    calc X = ((1 + T * G) * (1 - t * G)) * X := by rw [hinv, one_mul]
      _ = (1 + T * G) * t := by rw [mul_assoc, h1]
  exact (key T h).trans (key T' h').symm

/-- The multiple-scattering equation has a solution exactly when the determinant of `1 - t G`
does not vanish. -/
theorem tMatrix_exists_iff [DecidableEq n] (t G : Matrix n n ℂ) :
    (∃ T, IsTMatrix t G T) ↔ (1 - t * G).det ≠ 0 := by
  constructor
  · rintro ⟨T, h⟩ h0
    have hd := congrArg Matrix.det (wave_operator_inverse h)
    rw [Matrix.det_mul, h0, zero_mul, Matrix.det_one] at hd
    exact zero_ne_one hd
  · intro h
    refine ⟨(1 - t * G)⁻¹ * t, ?_⟩
    have h1 : (1 - t * G) * ((1 - t * G)⁻¹ * t) = t := by
      rw [← mul_assoc, Matrix.mul_nonsing_inv _ (isUnit_iff_ne_zero.mpr h), one_mul]
    rw [sub_mul, one_mul] at h1
    exact sub_eq_iff_eq_add.mp h1

/-- If `τ` solves the multiple-scattering equation for `s` and `g`, the dressed propagator
`D = g + g τ g` obeys the Dyson equation `D = g + g s D`. -/
theorem dressed_propagator_dyson {s g τ : Matrix m m ℂ} (h : IsTMatrix s g τ) :
    g + g * τ * g = g + g * s * (g + g * τ * g) := by
  have h' : s + s * g * τ = τ := Eq.symm h
  calc g + g * τ * g = g + g * (s + s * g * τ) * g := by rw [h']
    _ = g + g * s * (g + g * τ * g) := by noncomm_ring

/-- The on-shell block of a solution of the full multiple-scattering equation with separable
propagator solves the on-shell equation. -/
theorem onShell_isTMatrix {t T : Matrix n n ℂ} {A : Matrix n m ℂ} {g : Matrix m m ℂ}
    {B : Matrix m n ℂ} (h : IsTMatrix t (intersite A g B) T) :
    IsTMatrix (onShell t A B) g (onShell T A B) := by
  have h' : t + t * (A * g * B) * T = T := Eq.symm h
  unfold IsTMatrix onShell
  calc B * T * A = B * (t + t * (A * g * B) * T) * A := by rw [h']
    _ = B * t * A + B * t * A * g * (B * T * A) := by
      simp only [Matrix.mul_add, Matrix.add_mul, Matrix.mul_assoc]

/-- On-shell reduction: if `τ` solves the on-shell equation `τ = s + s g τ` with `s = B t A`, then
`t + t A (g + g τ g) B t` is the one and only solution of the full equation `T = t + t G T` with
`G = A g B`, and its on-shell block is `τ`. -/
theorem onShell_reduction [DecidableEq n] [DecidableEq m] {t : Matrix n n ℂ} {A : Matrix n m ℂ}
    {g : Matrix m m ℂ} {B : Matrix m n ℂ} {τ : Matrix m m ℂ}
    (h : IsTMatrix (onShell t A B) g τ) :
    (∀ T, IsTMatrix t (intersite A g B) T ↔ T = offShellExtension t A g B τ) ∧
      onShell (offShellExtension t A g B τ) A B = τ := by
  have hsol : IsTMatrix t (intersite A g B) (offShellExtension t A g B τ) := by
    have key := dressed_propagator_dyson h
    unfold IsTMatrix intersite offShellExtension
    unfold onShell at key
    generalize g + g * τ * g = D at key ⊢
    -- insert the Dyson equation once and regroup the products
    calc t + t * A * D * B * t = t + t * A * (g + g * (B * t * A) * D) * B * t := by
          rw [← key]
      _ = t + t * (A * g * B) * (t + t * A * D * B * t) := by
          simp only [Matrix.mul_add, Matrix.add_mul, Matrix.mul_assoc]
  refine ⟨fun T => ⟨fun hT => tMatrix_unique hT hsol, fun hT => ?_⟩, ?_⟩
  · rw [hT]
    exact hsol
  · exact tMatrix_unique (onShell_isTMatrix hsol) h

/-- The determinant of the full problem equals that of the on-shell problem:
`det (1 - t G) = det (1 - s g)` with `G = A g B` and `s = B t A`. -/
theorem det_onShell [DecidableEq n] [DecidableEq m] (t : Matrix n n ℂ) (A : Matrix n m ℂ)
    (g : Matrix m m ℂ) (B : Matrix m n ℂ) :
    (1 - t * intersite A g B).det = (1 - onShell t A B * g).det := by
  have e1 : t * intersite A g B = (t * A * g) * B := by
    simp only [intersite, Matrix.mul_assoc]
  have e2 : onShell t A B * g = B * (t * A * g) := by
    simp only [onShell, Matrix.mul_assoc]
  rw [e1, e2, Matrix.det_one_sub_mul_comm]

/-- The full multiple-scattering equation with separable propagator has a solution exactly when the
on-shell determinant `det (1 - s g)`, with `s = B t A`, does not vanish. -/
theorem full_tMatrix_exists_iff [DecidableEq n] [DecidableEq m] (t : Matrix n n ℂ)
    (A : Matrix n m ℂ) (g : Matrix m m ℂ) (B : Matrix m n ℂ) :
    (∃ T, IsTMatrix t (intersite A g B) T) ↔ (1 - onShell t A B * g).det ≠ 0 := by
  rw [tMatrix_exists_iff, det_onShell]

/-- With `G = A g B` and `s = B t A`, source-free waves `ψ = t G ψ` and on-shell amplitudes
`c = s g c` correspond one to one, by `c = B ψ` and `ψ = t A g c`. -/
theorem source_free_waves (t : Matrix n n ℂ) (A : Matrix n m ℂ) (g : Matrix m m ℂ)
    (B : Matrix m n ℂ) :
    (∀ c : m → ℂ, (onShell t A B * g) *ᵥ c = c →
      (t * intersite A g B) *ᵥ ((t * A * g) *ᵥ c) = (t * A * g) *ᵥ c ∧
        B *ᵥ ((t * A * g) *ᵥ c) = c) ∧
    (∀ ψ : n → ℂ, (t * intersite A g B) *ᵥ ψ = ψ →
      (onShell t A B * g) *ᵥ (B *ᵥ ψ) = B *ᵥ ψ ∧ (t * A * g) *ᵥ (B *ᵥ ψ) = ψ) := by
  unfold onShell intersite
  -- both kernels factor through the same pair of maps, in opposite order
  have full : ∀ ψ : n → ℂ, (t * (A * g * B)) *ᵥ ψ = (t * A * g) *ᵥ (B *ᵥ ψ) := by
    intro ψ
    rw [Matrix.mulVec_mulVec]
    simp only [Matrix.mul_assoc]
  have shell : ∀ c : m → ℂ, B *ᵥ ((t * A * g) *ᵥ c) = (B * t * A * g) *ᵥ c := by
    intro c
    rw [Matrix.mulVec_mulVec]
    simp only [Matrix.mul_assoc]
  constructor
  · intro c hc
    exact ⟨(full _).trans (by rw [shell, hc]), (shell c).trans hc⟩
  · intro ψ hψ
    have h2 : (t * A * g) *ᵥ (B *ᵥ ψ) = ψ := (full ψ).symm.trans hψ
    exact ⟨by rw [← shell, h2], h2⟩

/-- An explicit solution of the on-shell equation for two sites with one on-shell state each, the
first site having a further off-shell state coupled to its on-shell state. -/
theorem onShell_reduction_witness :
    IsTMatrix
      (onShell !![1, 0, 1; 0, 1, 0; 1, 0, 2] !![1, 0; 0, 1; 0, 0] !![1, 0, 0; 0, 1, 0])
      !![0, 1 / 2; 1 / 2, 0] !![4 / 3, 2 / 3; 2 / 3, 4 / 3] := by
  have hs : onShell !![1, 0, 1; 0, 1, 0; 1, 0, 2] !![1, 0; 0, 1; 0, 0]
      !![1, 0, 0; 0, 1, 0] = (1 : Matrix (Fin 2) (Fin 2) ℂ) := by
    ext i j
    fin_cases i <;> fin_cases j <;> simp [onShell, Matrix.mul_apply, Fin.sum_univ_succ]
  rw [hs]
  unfold IsTMatrix
  rw [one_mul]
  ext i j
  fin_cases i <;> fin_cases j <;> simp <;> norm_num

end OnShellReduction
```

```lean
#print axioms OnShellReduction.onShell_reduction
#print axioms OnShellReduction.full_tMatrix_exists_iff
#print axioms OnShellReduction.source_free_waves
```

```
'OnShellReduction.onShell_reduction' depends on axioms: [propext, Classical.choice, Quot.sound]
'OnShellReduction.full_tMatrix_exists_iff' depends on axioms: [propext, Classical.choice, Quot.sound]
'OnShellReduction.source_free_waves' depends on axioms: [propext, Classical.choice, Quot.sound]
```

## Matrices, hypotheses and proof steps in the file

The types `n` and `m` index all states and the on-shell states; both are finite, and neither needs to be the larger. `IsTMatrix t G T` says $T = t + tGT$, which fixes the sign convention for $G$. The same predicate serves the small problem, as `IsTMatrix (onShell t A B) g τ`. `intersite` is $AgB$, and `offShellExtension` is the formula for $T$.

`onShell_reduction` assumes only that `τ` solves the small equation. Its first part is an equivalence: a matrix solves the full equation if and only if it equals the extension. `full_tMatrix_exists_iff` says when a full solution exists: exactly when $\det(1-sg)\neq0$.

The proofs follow the derivation:

- `wave_operator_inverse` is the product identity. `tMatrix_unique` turns the right inverse into a left one with `mul_eq_one_comm`, and `tMatrix_exists_iff` adds the determinant criterion.
- `dressed_propagator_dyson` gives $D = g + gsD$. In `onShell_reduction`, `generalize` names the dressed propagator `D`, and the `calc` block inserts this equation once and regroups the products.
- `onShell_isTMatrix` projects the full equation, after which `tMatrix_unique` identifies the block with `τ`.
- `det_onShell` writes both kernels as products of the same two factors in opposite order and applies `Matrix.det_one_sub_mul_comm`. `source_free_waves` uses the same factorisation on vectors.

`onShell_reduction_witness` checks a solution for two sites with one on-shell state each and one extra off-shell state on the first site. There $s=1$, and $\tau$ has diagonal entries $4/3$ and off-diagonal entries $2/3$.

## Separability is assumed, and truncation is left to the code

The factorisation $G = AgB$ stands for the fact that a wave travelling between non-overlapping spheres reaches the next scatterer as a free solution at the given energy. The file takes it as given, and does not derive it from a geometry or a potential. "On-shell" is therefore only a name for what $A$ and $B$ select; no energy condition is imposed on them.

If $G$ has a part outside this form for the chosen $A$ and $B$, the reduction can fail. The following example is purely algebraic: its $G$ acts within a single scatterer, so it is not a physical intersite propagator. Take

$$t = \begin{pmatrix}0&1\\1&0\end{pmatrix},\quad G = \begin{pmatrix}0&0\\0&1\end{pmatrix},\quad A = \begin{pmatrix}1\\0\end{pmatrix},\quad B = \begin{pmatrix}1&0\end{pmatrix}.$$

The on-shell part of the propagator is $g = BGA = 0$, and $s = 0$, so $\tau = 0$. The full solution is

$$T = \begin{pmatrix}1&1\\1&0\end{pmatrix},$$

with $BTA = 1$. The path through the off-shell state has been lost.

The theorems concern finite matrices with exact complex entries. They give no bound on the error from cutting off the angular-momentum expansion, nor on rounding errors when $1-sg$ is nearly singular.
